# On a finite grid with a real positive semidefinite kernel, a shell closed under time reversal has zero direct and nonnegative exchange Gaunt energy

**A.** Take finitely many four-spinor orbitals on a finite grid, closed under time reversal, and let them interact through $-\boldsymbol\alpha_1\cdot\boldsymbol\alpha_2 W$, where $W$ is a real symmetric positive semidefinite matrix on the grid and 1, 2 label the electrons. The direct energy is zero. The exchange energy is real and nonnegative, so omitting it at fixed orbitals never raises the energy.

**Q.** Coulomb exchange lowers the energy. Before I look at any Lean, show me where the opposite sign comes from.

**A.** Write $j^k_{ab}(x)=a(x)^\dagger\alpha^k b(x)$ for the transition current between orbitals $a$ and $b$, with $k=0,1,2$ for the three directions. Since $\alpha^k$ is Hermitian, $j^k_{ab}(x)^*=j^k_{ba}(x)$. For orbitals $\psi_i$ the exchange energy has the usual factor $-\tfrac12$, and the interaction brings a second minus sign:

$$E_X=\tfrac12\sum_{i,j,k}\sum_{x,y}W_{xy}\,j^k_{ij}(x)\,j^k_{ij}(y)^* .$$

Fix $i,j,k$ and split $j^k_{ij}=u+iv$ into real and imaginary parts. The double sum over the grid is

$$u^TWu+v^TWv+i\,(v^TWu-u^TWv).$$

The last bracket vanishes because $W$ is symmetric, and the first two terms are nonnegative because $W$ is positive semidefinite. Hence $E_X\ge 0$.

**Q.** That never used time reversal.

**A.** Only the direct energy needs it. Time reversal is $Ta=i\Sigma_y a^*$. From $\Sigma_y\alpha^k\Sigma_y=-(\alpha^k)^*$ we get

$$(Ta)^\dagger\alpha^k(Tb)=a^T\Sigma_y\alpha^k\Sigma_y b^*=-(a^\dagger\alpha^k b)^*=-j^k_{ba}.$$

Closure means $T\psi_i=\sum_j U_{ij}\psi_j$ with $U$ unitary. Let $J^k=\sum_i j^k_{ii}$ be the total current. The time-reversed orbitals have total current

$$\sum_{j,l}\Big(\sum_i U_{ij}^*U_{il}\Big)j^k_{jl}=\sum_j j^k_{jj}=J^k,$$

but by the previous line it is also $-J^k$. So $J^k=0$ at every grid point, and

$$E_D=-\tfrac12\sum_k\sum_{x,y}W_{xy}J^k(x)J^k(y)=0.$$

**Q.** Fine. Now convince me that the Lean objects are these objects. Start with the spinors and matrices.

**A.** `G` is the grid, and `ι` labels the occupied orbitals. An orbital assigns four complex numbers to each grid point, numbered 0 to 3.

```lean
import Mathlib

open Matrix
open scoped ComplexOrder

namespace GauntClosedShell

noncomputable section

variable {G ι κ : Type*} [Fintype G] [Fintype ι] [DecidableEq ι] [Fintype κ] [DecidableEq κ]

/-- A four-spinor orbital on the grid `G`. -/
abbrev Spinor (G : Type*) := G → Fin 4 → ℂ
```

The matrices are written out in the standard representation, so you can compare them entry by entry with the ones you know.

```lean
/-- The three Dirac alpha matrices in the standard representation. -/
def alpha : Fin 3 → Matrix (Fin 4) (Fin 4) ℂ :=
  ![!![0, 0, 0, 1; 0, 0, 1, 0; 0, 1, 0, 0; 1, 0, 0, 0],
    !![0, 0, 0, -Complex.I; 0, 0, Complex.I, 0; 0, -Complex.I, 0, 0; Complex.I, 0, 0, 0],
    !![0, 0, 1, 0; 0, 0, 0, -1; 1, 0, 0, 0; 0, -1, 0, 0]]

/-- The four-component spin matrix `Σ_y`. -/
def sigmaY : Matrix (Fin 4) (Fin 4) ℂ :=
  !![0, -Complex.I, 0, 0; Complex.I, 0, 0, 0; 0, 0, 0, -Complex.I; 0, 0, Complex.I, 0]

/-- Time reversal: complex conjugation followed by `i Σ_y`. -/
def timeReversal (a : Spinor G) : Spinor G :=
  fun x => (Complex.I • sigmaY) *ᵥ star (a x)
```

**Q.** And the energies? I see neither the speed of light nor any integration weights.

**A.** The velocity operator is $c\boldsymbol\alpha$, and the two factors of $c$ cancel the $1/c^2$ of the magnetic interaction. The quadrature weights are absorbed in `W`. In `gauntElement W a b c d`, electron 1 goes with `a` and `c`, electron 2 with `b` and `d`.

```lean
/-- The `k`-th component of the transition current `a† α b` at each grid point. -/
def current (k : Fin 3) (a b : Spinor G) : G → ℂ :=
  fun x => star (a x) ⬝ᵥ alpha k *ᵥ b x

/-- The matrix element `⟨a b| -α₁·α₂ W |c d⟩` of the Gaunt interaction, with the quadrature
weights of the grid absorbed in `W`. -/
def gauntElement (W : Matrix G G ℝ) (a b c d : Spinor G) : ℂ :=
  -∑ k, ∑ x, ∑ y, (W x y : ℂ) * (current k a c x * current k b d y)

/-- The direct Gaunt energy of the occupied orbitals `ψ`. -/
def gauntDirect (W : Matrix G G ℝ) (ψ : ι → Spinor G) : ℂ :=
  (1 / 2) * ∑ i, ∑ j, gauntElement W (ψ i) (ψ j) (ψ i) (ψ j)

/-- The exchange Gaunt energy of the occupied orbitals `ψ`. -/
def gauntExchange (W : Matrix G G ℝ) (ψ : ι → Spinor G) : ℂ :=
  -(1 / 2) * ∑ i, ∑ j, gauntElement W (ψ i) (ψ j) (ψ j) (ψ i)
```

Every orbital has occupation one. The theorem does not assume orthonormality, but it is for orthonormal orbitals that these formulas give the direct and exchange energies of a Slater determinant.

**Q.** Why a unitary mixture? I would have listed Kramers pairs.

**A.** Kramers pairs satisfy the definition, and so does any unitary rotation of them, which is what a diagonaliser may return within a degenerate level. The second definition below is the expression $u^TWu+v^TWv$.

```lean
/-- A shell is closed under time reversal when the time-reversed orbitals are a unitary
mixture of the original ones. -/
def TimeReversalClosed (ψ : ι → Spinor G) : Prop :=
  ∃ U ∈ Matrix.unitaryGroup ι ℂ, ∀ i, timeReversal (ψ i) = ∑ j, U i j • ψ j

/-- The quadratic form of `W` in the real part of `z` plus that in its imaginary part. -/
def kernelForm (W : Matrix G G ℝ) (z : G → ℂ) : ℝ :=
  (fun x => (z x).re) ⬝ᵥ W *ᵥ (fun x => (z x).re) +
    (fun x => (z x).im) ⬝ᵥ W *ᵥ (fun x => (z x).im)
```

**Q.** How does the proof handle the current reversal? With the same matrix identity?

**A.** It works in components instead. The first lemma gives $Ta=(a_1^*,-a_0^*,a_3^*,-a_2^*)$. The next two treat each direction separately with `fin_cases k`, expand the four-term sums and finish with `ring`. They are the sign reversal and the Hermiticity of the currents.

```lean
omit [Fintype G] in
/-- The components of a time-reversed four-spinor. -/
theorem timeReversal_apply (a : Spinor G) (x : G) :
    timeReversal a x = ![star (a x 1), -star (a x 0), star (a x 3), -star (a x 2)] := by
  ext μ
  fin_cases μ <;> simp [timeReversal, sigmaY, Matrix.mulVec, dotProduct, Fin.sum_univ_four]

omit [Fintype G] in
/-- Time reversal of both orbitals changes the sign of the transition current and
exchanges the two orbitals. -/
theorem current_timeReversal (k : Fin 3) (a b : Spinor G) (x : G) :
    current k (timeReversal a) (timeReversal b) x = -current k b a x := by
  simp only [current, timeReversal_apply]
  fin_cases k <;> simp [alpha, Matrix.mulVec, dotProduct, Fin.sum_univ_four] <;> ring

omit [Fintype G] in
/-- Complex conjugation of a transition current exchanges its two orbitals. -/
theorem star_current (k : Fin 3) (a b : Spinor G) (x : G) :
    star (current k a b x) = current k b a x := by
  simp only [current]
  fin_cases k <;> simp [alpha, Matrix.mulVec, dotProduct, Fin.sum_univ_four] <;> ring
```

The vanishing of the total current then follows the derivation above. `horth` is $\sum_i U_{ij}^*U_{il}=\delta_{jl}$, and `hexp` expands the current of one time-reversed orbital. `h1` says that the total is unchanged, `h2` that it changes sign, and the last line combines the two.

```lean
omit [Fintype G] in
/-- The total current of a shell closed under time reversal vanishes at every grid point. -/
theorem total_current_eq_zero {ψ : ι → Spinor G} (h : TimeReversalClosed ψ)
    (k : Fin 3) (x : G) : ∑ i, current k (ψ i) (ψ i) x = 0 := by
  obtain ⟨U, hU, hT⟩ := h
  have horth : ∀ j l, ∑ i, star (U i j) * U i l = if j = l then 1 else 0 := by
    intro j l
    have h := congrFun (congrFun (Matrix.mem_unitaryGroup_iff'.1 hU) j) l
    simpa [Matrix.mul_apply, Matrix.star_apply, Matrix.one_apply] using h
  have hexp : ∀ i, current k (timeReversal (ψ i)) (timeReversal (ψ i)) x =
      ∑ j, ∑ l, star (U i j) * U i l * current k (ψ j) (ψ l) x := by
    intro i
    rw [hT i]
    simp only [current, Finset.sum_apply, Pi.smul_apply, star_sum, star_smul,
      Matrix.mulVec_sum, Matrix.mulVec_smul]
    rw [sum_dotProduct]
    refine Finset.sum_congr rfl fun j _ => ?_
    rw [dotProduct_sum]
    refine Finset.sum_congr rfl fun l _ => ?_
    simp only [smul_dotProduct, dotProduct_smul, smul_eq_mul]
    ring
  -- a unitary mixture leaves the total current unchanged
  have h1 : ∑ i, current k (timeReversal (ψ i)) (timeReversal (ψ i)) x =
      ∑ i, current k (ψ i) (ψ i) x := by
    simp only [hexp]
    rw [Finset.sum_comm]
    refine Finset.sum_congr rfl fun j _ => ?_
    rw [Finset.sum_comm]
    simp only [← Finset.sum_mul, horth]
    simp
  -- time reversal changes its sign
  have h2 : ∑ i, current k (timeReversal (ψ i)) (timeReversal (ψ i)) x =
      -∑ i, current k (ψ i) (ψ i) x := by
    simp only [current_timeReversal, Finset.sum_neg_distrib]
  linear_combination (1 / 2) * (h2 - h1)
```

**Q.** And the exchange part?

**A.** `kernel_sum` is the split into $u$ and $v$. The real parts agree term by term. The imaginary part equals its own negative once $x$ and $y$ are swapped, which is where symmetry enters. `gauntExchange_eq` inserts this into the exchange energy, and `kernelForm_nonneg` applies positive semidefiniteness to $u$ and $v$ in turn.

```lean
/-- For a real symmetric kernel, the interaction of a complex distribution with its own
conjugate is the real number `kernelForm W z`. -/
theorem kernel_sum {W : Matrix G G ℝ} (hW : W.IsHermitian) (z : G → ℂ) :
    ∑ x, ∑ y, (W x y : ℂ) * (z x * star (z y)) = (kernelForm W z : ℂ) := by
  have hs : ∀ x y, W y x = W x y := fun x y => by simpa using hW.apply x y
  apply Complex.ext
  · simp only [kernelForm, Complex.re_sum, Complex.ofReal_re, dotProduct, Matrix.mulVec,
      Finset.mul_sum, ← Finset.sum_add_distrib]
    refine Finset.sum_congr rfl fun x _ => Finset.sum_congr rfl fun y _ => ?_
    simp only [Complex.ofReal_re, Complex.ofReal_im, Complex.mul_re, Complex.star_def, Complex.conj_re,
      Complex.conj_im]
    ring
  · simp only [Complex.im_sum, Complex.ofReal_im]
    -- the imaginary part is antisymmetric in the two grid points
    have h : ∑ x, ∑ y, ((W x y : ℂ) * (z x * star (z y))).im =
        -∑ x, ∑ y, ((W x y : ℂ) * (z x * star (z y))).im := by
      conv_lhs => rw [Finset.sum_comm]
      simp only [← Finset.sum_neg_distrib]
      refine Finset.sum_congr rfl fun x _ => Finset.sum_congr rfl fun y _ => ?_
      rw [hs x y]
      simp only [Complex.ofReal_re, Complex.ofReal_im, Complex.mul_im, Complex.star_def, Complex.conj_re,
        Complex.conj_im]
      ring
    linarith

omit [DecidableEq ι] in
/-- For a real symmetric kernel, the exchange Gaunt energy is half the sum of the quadratic
forms of `W` in all transition currents. -/
theorem gauntExchange_eq {W : Matrix G G ℝ} (hW : W.IsHermitian) (ψ : ι → Spinor G) :
    gauntExchange W ψ =
      ((1 / 2 * ∑ i, ∑ j, ∑ k, kernelForm W (current k (ψ i) (ψ j)) : ℝ) : ℂ) := by
  push_cast
  simp only [gauntExchange, gauntElement, Finset.sum_neg_distrib, ← kernel_sum hW,
    star_current]
  ring

/-- The quadratic form of a positive semidefinite kernel is nonnegative. -/
theorem kernelForm_nonneg {W : Matrix G G ℝ} (hW : W.PosSemidef) (z : G → ℂ) :
    0 ≤ kernelForm W z := by
  have h1 := hW.dotProduct_mulVec_nonneg (fun x => (z x).re)
  have h2 := hW.dotProduct_mulVec_nonneg (fun x => (z x).im)
  rw [star_trivial] at h1 h2
  exact add_nonneg h1 h2
```

**Q.** Now the theorem itself. `gauntExchange` is a complex number, so what can `0 ≤ gauntExchange W ψ` mean?

```lean
/-- For a shell closed under time reversal and a real symmetric positive semidefinite kernel,
the direct Gaunt energy is zero, the exchange Gaunt energy is real and nonnegative, and
omitting it at fixed orbitals never raises the energy, whatever the remaining energy `E`. -/
theorem gaunt_closed_shell {W : Matrix G G ℝ} (hW : W.PosSemidef) {ψ : ι → Spinor G}
    (hψ : TimeReversalClosed ψ) :
    gauntDirect W ψ = 0 ∧ 0 ≤ gauntExchange W ψ ∧
      ∀ E : ℝ, (E : ℂ) + gauntDirect W ψ ≤ E + gauntDirect W ψ + gauntExchange W ψ := by
  have hx : 0 ≤ gauntExchange W ψ := by
    rw [gauntExchange_eq hW.1, Complex.zero_le_real]
    exact mul_nonneg (by norm_num) (Finset.sum_nonneg fun i _ => Finset.sum_nonneg fun j _ =>
      Finset.sum_nonneg fun k _ => kernelForm_nonneg hW _)
  refine ⟨?_, hx, fun E => le_add_of_nonneg_right hx⟩
  -- each orbital interacts with the total current, which vanishes
  have h : ∀ i, ∑ j, gauntElement W (ψ i) (ψ j) (ψ i) (ψ j) = 0 := by
    intro i
    simp only [gauntElement, Finset.sum_neg_distrib]
    rw [neg_eq_zero, Finset.sum_comm]
    refine Finset.sum_eq_zero fun k _ => ?_
    rw [Finset.sum_comm]
    refine Finset.sum_eq_zero fun x _ => ?_
    rw [Finset.sum_comm]
    refine Finset.sum_eq_zero fun y _ => ?_
    rw [← Finset.mul_sum, ← Finset.mul_sum, total_current_eq_zero hψ, mul_zero, mul_zero]
  simp only [gauntDirect, h, Finset.sum_const_zero, mul_zero]
```

**A.** This is the device to look at closely. The line `open scoped ComplexOrder` switches on a partial order on $\mathbb C$ in which $z\le w$ means $\operatorname{Re}z\le\operatorname{Re}w$ and $\operatorname{Im}z=\operatorname{Im}w$. So `0 ≤ gauntExchange W ψ` says in one stroke that the exchange energy is real and that it is nonnegative. In the proof, `gauntExchange_eq` rewrites it as a real number regarded as complex, and `Complex.zero_le_real` then reduces the claim to an ordinary real inequality. The order is compatible with addition, so `le_add_of_nonneg_right` yields the energy comparison.

In words, the hypotheses are that `W` is positive semidefinite, which for a real matrix in Mathlib includes symmetry, and that the shell is closed. There are three conclusions: the direct energy is zero, the exchange energy is real and nonnegative, and for every real `E` the total without exchange is at most the total with it. For the direct energy, the proof fixes `i` and moves the sum over `j` inwards until the total current at `y` appears, which is zero.

**Q.** What is `E`, physically?

**A.** Everything else in the energy: kinetic, nuclear, Coulomb and so on. It is the same number on both sides, and that is the meaning of "fixed orbitals". The theorem does not compare two calculations in which the orbitals are reoptimised with and without Gaunt exchange.

**Q.** And is positive semidefiniteness honest for $1/r_{12}$?

**A.** It is assumed, not derived. It stands for the fact that the continuum kernel $1/r_{12}$ has a positive Fourier transform, so that the electrostatic self-energy of a real charge distribution is never negative. On a grid the diagonal needs a finite value, and whether your choice keeps the matrix positive semidefinite is for you to check. The gauge term that completes the Breit interaction is absent, and exchange here is the orbital expression, not a density functional.

For relativistic density functional theory the consequence is this: within this finite-grid model with fixed closed-shell orbitals, a treatment that keeps only the direct Gaunt term adds nothing, and the error from the missing exchange has a definite sign.

**Q.** Does anything satisfy the closure condition?

**A.** Any finite family together with its time-reversed partners does. Since $T^2=-1$, the mixing matrix is $\begin{pmatrix}0&1\\-1&0\end{pmatrix}$ in blocks, and the code checks that it is unitary.

```lean
omit [Fintype G] in
/-- Any finite family of orbitals together with their time-reversed partners (Kramers pairs)
is closed under time reversal. -/
theorem kramersPairs_witness (φ : κ → Spinor G) :
    TimeReversalClosed (Sum.elim φ fun i => timeReversal (φ i)) := by
  have hTT : ∀ a : Spinor G, timeReversal (timeReversal a) = -a := by
    intro a
    ext x μ
    rw [timeReversal_apply, timeReversal_apply]
    fin_cases μ <;> simp
  refine ⟨Matrix.fromBlocks 0 1 (-1) 0, ?_, ?_⟩
  · rw [Matrix.mem_unitaryGroup_iff', Matrix.star_eq_conjTranspose,
      Matrix.fromBlocks_conjTranspose, Matrix.fromBlocks_multiply]
    simp
  · rintro (i | i)
    · simp [Fintype.sum_sum_type, Matrix.one_apply]
    · simp [Fintype.sum_sum_type, Matrix.one_apply, hTT]

end

end GauntClosedShell
```

```lean
#print axioms GauntClosedShell.gaunt_closed_shell
```

```
'GauntClosedShell.gaunt_closed_shell' depends on axioms: [propext, Classical.choice, Quot.sound]
```

**Q.** Give me numbers.

**A.** Take one grid point, $W=(w)$ with $w\ge0$, and the Kramers pair

$$a=\tfrac1{\sqrt2}(1,0,0,1),\qquad b=Ta=\tfrac1{\sqrt2}(0,-1,1,0).$$

Multiplying out the matrices gives the current vectors

$$j_{aa}=(1,0,0),\quad j_{bb}=(-1,0,0),\quad j_{ab}=j_{ba}=(0,0,1).$$

The total current is zero, so $E_D=0$. All four transition currents have squared length 1, so $E_X=\tfrac12\,w\,(1+1+1+1)=2w$.

**Q.** And if I break the hypotheses?

**A.** Keep only $a$, with $w>0$. The shell is no longer closed, and the direct energy is $-w/2$, while exchange is $+w/2$ and cancels this self-interaction. Or keep the pair and set $w=-1$: the kernel is still symmetric, but the exchange energy is $-2$. Symmetry of the kernel alone is therefore not enough for the sign.
